# A hexagonal length cutoff keeps whole sixfold stars; an index box with M ≥ 1 does not

## Split levels at Γ from a loop over h and k

I describe the reciprocal plane of a hexagonal lattice by two primitive vectors of equal length that meet at 60°, and I label each reciprocal vector by its integer coordinates \((h,k)\). To build a plane-wave basis at Γ, I loop over \(h\) and \(k\) from \(-M\) to \(M\). The potential has sixfold symmetry, yet two levels that ought to be degenerate come out slightly different. The loop treats \(h\) and \(k\) alike and includes \((-h,-k)\) with every \((h,k)\), so it looked symmetric to me. Is the box at fault, and would a larger \(M\) make it symmetric?

## The box is a rhombus, which has no sixfold axis

With primitive vectors at 60°, your box is a rhombus in the reciprocal plane, and no \(M\ge 1\) makes it symmetric under a 60° rotation. A cutoff on the length \(|G|\) is symmetric, and so is your box once you add the test \(|h+k|\le M\).

If the set of plane waves is closed under the rotation, the truncated Hamiltonian inherits the sixfold symmetry of the potential. At Γ, with a real potential and no magnetic field or spin–orbit coupling, this makes certain levels coincide in pairs: a state that the rotation multiplies by a non-real phase has a complex conjugate with the same energy and the conjugate phase. If the set isn't closed, the rotation takes some basis functions out of the basis, and this argument for the degeneracy fails. This step from index sets to energy levels is a physical argument; the Lean file below deals with the index sets.

### Rotating by 60° in integer coordinates

Draw the reciprocal plane as the complex plane. Let \(b\) be a real number whose modulus is the length of the primitive vectors, and let \(\zeta=e^{i\pi/3}\). Then

\[
G=b\,(h+k\zeta),\qquad \zeta=\tfrac12+\tfrac{\sqrt3}{2}\,i .
\]

Squaring gives

\[
\zeta^2=\tfrac14-\tfrac34+\tfrac{\sqrt3}{2}\,i=-\tfrac12+\tfrac{\sqrt3}{2}\,i=\zeta-1 .
\]

A rotation by 60° multiplies \(G\) by \(\zeta\):

\[
\zeta G=b\,(h\zeta+k\zeta^2)=b\,\bigl(-k+(h+k)\zeta\bigr).
\]

In indices the rotation is therefore \(R(h,k)=(-k,\,h+k)\). The squared length is

\[
|G|^2=b^2\Bigl[\bigl(h+\tfrac k2\bigr)^2+\tfrac34k^2\Bigr]=b^2\,(h^2+hk+k^2),
\]

and the integer form in the last bracket is invariant under \(R\):

\[
(-k)^2+(-k)(h+k)+(h+k)^2=k^2-hk-k^2+h^2+2hk+k^2=h^2+hk+k^2 .
\]

Repeating \(R\) produces the star of \((h,k)\):

\[
(h,k)\to(-k,h+k)\to(-h-k,h)\to(-h,-k)\to(k,-h-k)\to(h+k,-h)\to(h,k).
\]

The sixth step returns to the start, so further rotations add nothing. The six pairs are distinct unless \(h=k=0\). Since \(R\) is invertible, a coincidence between two of them would mean that \((h,k)\) is fixed by \(R^m\) for some \(m\) from 1 to 5, and hence, because \(R^6=1\), by \(R\), \(R^2\) or \(R^3\).

- If \(R\) fixes the pair, then \(k=h+k\) and \(h=-k\), so both indices vanish.
- If \(R^2\) fixes it, then \(k=h\) and \(h=-h-k\), so \(3h=0\) and both vanish.
- If \(R^3\) fixes it, then \(h=-h\) and \(k=-k\), so both vanish.

### What each cutoff does to a star

Because \(|\zeta|=1\), all members of a star have the same length. A condition \(|G|\le K\), with \(K\) any real number, accepts all of them or none.

For the box, look at the corner \((M,M)\). It is sent to \((-M,2M)\), and \(2M\le M\) holds for a natural number only if \(M=0\). In that case the box contains just the origin, which the rotation leaves in place.

The list of the star also shows the repair. Up to sign, the only coordinates that occur in it are \(h\), \(k\) and \(h+k\). The whole star lies in the box exactly when

\[
|h|\le M,\qquad |k|\le M,\qquad |h+k|\le M .
\]

The third condition cuts two opposite corners off the rhombus and leaves a hexagon.

### The box with M = 1

The box holds nine pairs. Seven of them are the origin and the complete star of \((1,0)\), namely \((1,0)\), \((0,1)\), \((-1,1)\), \((-1,0)\), \((0,-1)\), \((1,-1)\), all of length \(|b|\). The other two are \((1,1)\) and \((-1,-1)\). Their star is

\[
(1,1),\ (-1,2),\ (-2,1),\ (-1,-1),\ (1,-2),\ (2,-1),
\]

with \(h^2+hk+k^2=3\) throughout and length \(\sqrt3\,|b|\approx1.73\,|b|\). The box keeps two of these six.

This affects the inner star as well. A potential with Fourier components on the first star couples \((1,0)\) to \((1,1)\), which is in the basis. The equivalent wave \((1,-1)\) has its corresponding partners at \((2,-1)\) and \((1,-2)\), and both are missing. The test \(|h+k|\le1\) removes \((1,1)\) and \((-1,-1)\) and leaves seven waves. A length cutoff at \(1.5\,|b|\) selects the same seven, while one at \(1.8\,|b|\) selects thirteen, with both stars complete.

### The Lean statements in words

An index pair is an element of `ℤ × ℤ`, with `p.1` for \(h\) and `p.2` for \(k\). The number \(\zeta\) is `sixfold`, the vector \(G\) is `recipVec b p`, the map \(R\) is `rot`, and \(h^2+hk+k^2\) is `hexForm`. The star `hexStar p` is a finite set made from the six successive images, so repeated entries count once. The two truncations, `lengthCutoff b K` and `indexBox M`, are sets of index pairs.

The theorems say the following.

- `recipVec_rot`: applying `rot` to the indices multiplies \(G\) by \(\zeta\).
- `norm_sq_recipVec` and `hexForm_rot`: \(|G|^2=b^2(h^2+hk+k^2)\), and the integer form is unchanged by `rot`.
- `mem_hexStar_iff`: a pair belongs to the star of `p` exactly when some number of rotations takes `p` to it.
- `card_hexStar`: the star of a pair other than \((0,0)\) has exactly six members.
- `lengthCutoff_keeps_stars`: if `q` is in the star of `p`, the length cutoff keeps `q` exactly when it keeps `p`.
- `indexBox_invariant_iff`: the rotation maps the box into itself exactly when \(M=0\).
- `hexStar_in_indexBox_iff`: the whole star lies in the box exactly when the three bounds above hold.

The real numbers `b` and `K` are unrestricted. The physical lattice has \(b\neq0\); for \(b=0\) every \(G\) collapses to zero and the length statements are true but empty of content.

The 60° angle is a convention that fixes the formulas. If your code uses reciprocal vectors at 120°, the form becomes \(h^2-hk+k^2\), the same rotation reads \((h,k)\mapsto(h-k,h)\), and the test to add to the box is \(|h-k|\le M\) instead of \(|h+k|\le M\).

A star here is an orbit under the six rotations alone. With mirror lines in the point group, \((2,1)\) and \((1,2)\) belong to one larger star, whereas here they generate two. The third index of a bulk crystal and the phase factors that come with screw axes or glide planes do not enter.

Within this two-dimensional model, the result bears on the plane-wave expansion of the interstitial density and potential in LAPW calculations, and on the basis at Γ, where the cutoff acts on \(|G|\). At another Bloch vector \(\kappa\) the basis cutoff usually acts on \(|\kappa+G|\), and the relevant symmetry is that of \(\kappa\).

```lean
import Mathlib

namespace HexagonalCutoff

noncomputable section

/-- The phase factor `exp(iπ/3)`, which rotates the complex plane by 60 degrees. -/
def sixfold : ℂ := Complex.exp (((Real.pi / 3 : ℝ) : ℂ) * Complex.I)

/-- The reciprocal lattice vector with indices `(h, k)`, drawn in the complex plane:
`G = b (h + k exp(iπ/3))`. -/
def recipVec (b : ℝ) (p : ℤ × ℤ) : ℂ := (b : ℂ) * ((p.1 : ℂ) + (p.2 : ℂ) * sixfold)

/-- The index map `(h, k) ↦ (-k, h + k)`. -/
def rot (p : ℤ × ℤ) : ℤ × ℤ := (-p.2, p.1 + p.2)

/-- The integer form `h² + hk + k²`. -/
def hexForm (p : ℤ × ℤ) : ℤ := p.1 ^ 2 + p.1 * p.2 + p.2 ^ 2

/-- The star of an index pair: the pair and its images under one to five index maps. -/
def hexStar (p : ℤ × ℤ) : Finset (ℤ × ℤ) :=
  {p, rot p, rot (rot p), rot (rot (rot p)), rot (rot (rot (rot p))),
    rot (rot (rot (rot (rot p))))}

/-- The plane waves kept by a length cutoff: all indices with `|G| ≤ K`. -/
def lengthCutoff (b K : ℝ) : Set (ℤ × ℤ) := {p | ‖recipVec b p‖ ≤ K}

/-- The plane waves kept by an index box: all indices with `|h| ≤ M` and `|k| ≤ M`. -/
def indexBox (M : ℕ) : Set (ℤ × ℤ) := {p | |p.1| ≤ (M : ℤ) ∧ |p.2| ≤ (M : ℤ)}

/-- The 60 degree phase factor has real part `1/2` and imaginary part `√3/2`. -/
theorem sixfold_re_im : sixfold.re = 1 / 2 ∧ sixfold.im = Real.sqrt 3 / 2 := by
  constructor
  · rw [sixfold, Complex.exp_ofReal_mul_I_re, Real.cos_pi_div_three]
  · rw [sixfold, Complex.exp_ofReal_mul_I_im, Real.sin_pi_div_three]

/-- The index map `(h, k) ↦ (-k, h + k)` rotates the reciprocal lattice vector by
60 degrees. -/
theorem recipVec_rot (b : ℝ) (p : ℤ × ℤ) :
    recipVec b (rot p) = sixfold * recipVec b p := by
  obtain ⟨hre, him⟩ := sixfold_re_im
  have h3 : Real.sqrt 3 ^ 2 = 3 := Real.sq_sqrt (by norm_num)
  -- the quadratic equation of the sixth root of unity
  have hz : sixfold ^ 2 = sixfold - 1 := by
    apply Complex.ext
    · simp only [pow_two, Complex.mul_re, Complex.sub_re, Complex.one_re, hre, him]
      linear_combination (-1 / 4) * h3
    · simp only [pow_two, Complex.mul_im, Complex.sub_im, Complex.one_im, hre, him]
      ring
  simp only [recipVec, rot]
  push_cast
  linear_combination (-((b : ℂ) * (p.2 : ℂ))) * hz

/-- The squared length of a hexagonal reciprocal lattice vector is
`|G|² = b² (h² + hk + k²)`. -/
theorem norm_sq_recipVec (b : ℝ) (p : ℤ × ℤ) :
    ‖recipVec b p‖ ^ 2 = b ^ 2 * (hexForm p : ℝ) := by
  obtain ⟨hre, him⟩ := sixfold_re_im
  have h3 : Real.sqrt 3 ^ 2 = 3 := Real.sq_sqrt (by norm_num)
  rw [recipVec, Complex.sq_norm, Complex.normSq_mul, Complex.normSq_ofReal,
    Complex.normSq_apply]
  simp only [Complex.add_re, Complex.add_im, Complex.mul_re, Complex.mul_im,
    Complex.intCast_re, Complex.intCast_im, hre, him, hexForm]
  push_cast
  linear_combination (b ^ 2 * (p.2 : ℝ) ^ 2 / 4) * h3

/-- The index map preserves `h² + hk + k²`. -/
theorem hexForm_rot (p : ℤ × ℤ) : hexForm (rot p) = hexForm p := by
  simp only [hexForm, rot]
  ring

/-- The star of an index pair consists of exactly the pairs reached from it by
repeating the index map any number of times. -/
theorem mem_hexStar_iff (p q : ℤ × ℤ) : q ∈ hexStar p ↔ ∃ n : ℕ, rot^[n] p = q := by
  -- six rotations by 60 degrees give the identity
  have hsix : ∀ r : ℤ × ℤ, rot (rot (rot (rot (rot (rot r))))) = r := fun r =>
    Prod.ext (by simp only [rot]; ring) (by simp only [rot]; ring)
  constructor
  · intro hq
    simp only [hexStar, Finset.mem_insert, Finset.mem_singleton] at hq
    rcases hq with rfl | rfl | rfl | rfl | rfl | rfl
    exacts [⟨0, rfl⟩, ⟨1, rfl⟩, ⟨2, rfl⟩, ⟨3, rfl⟩, ⟨4, rfl⟩, ⟨5, rfl⟩]
  · rintro ⟨n, rfl⟩
    induction n with
    | zero => simp [hexStar]
    | succ n ih =>
      rw [Function.iterate_succ_apply']
      generalize rot^[n] p = r at ih ⊢
      simp only [hexStar, Finset.mem_insert, Finset.mem_singleton] at ih ⊢
      rcases ih with rfl | rfl | rfl | rfl | rfl | rfl <;> simp [hsix]

/-- The star of every index pair other than `(0, 0)` has exactly six members. -/
theorem card_hexStar (p : ℤ × ℤ) (hp : p ≠ 0) : (hexStar p).card = 6 := by
  obtain ⟨h, k⟩ := p
  have h0 : ¬(h = 0 ∧ k = 0) := fun ⟨a, c⟩ => hp (by rw [a, c]; rfl)
  simp only [hexStar, rot]
  -- the six index pairs are pairwise different
  rw [Finset.card_insert_of_notMem, Finset.card_insert_of_notMem,
    Finset.card_insert_of_notMem, Finset.card_insert_of_notMem,
    Finset.card_insert_of_notMem, Finset.card_singleton]
  all_goals
    simp only [Finset.mem_insert, Finset.mem_singleton, Prod.mk.injEq]
    omega

/-- A length cutoff keeps whole stars: a member of a star is kept if and only if the
index pair that generates the star is kept. -/
theorem lengthCutoff_keeps_stars (b K : ℝ) (p q : ℤ × ℤ) (hq : q ∈ hexStar p) :
    q ∈ lengthCutoff b K ↔ p ∈ lengthCutoff b K := by
  -- a rotation does not change the length
  have hrot : ∀ r : ℤ × ℤ, ‖recipVec b (rot r)‖ = ‖recipVec b r‖ := fun r => by
    rw [recipVec_rot, norm_mul, sixfold, Complex.norm_exp_ofReal_mul_I, one_mul]
  simp only [hexStar, Finset.mem_insert, Finset.mem_singleton] at hq
  rcases hq with rfl | rfl | rfl | rfl | rfl | rfl <;>
    simp only [lengthCutoff, Set.mem_ofPred_eq, hrot]

/-- The index box `|h| ≤ M`, `|k| ≤ M` is preserved by the 60 degree rotation only
for `M = 0`; for every `M ≥ 1` it breaks the sixfold symmetry. -/
theorem indexBox_invariant_iff (M : ℕ) :
    (∀ p ∈ indexBox M, rot p ∈ indexBox M) ↔ M = 0 := by
  simp only [indexBox, Set.mem_ofPred_eq, abs_le, rot]
  constructor
  · intro H
    -- the corner (M, M) is sent to (-M, 2M)
    have hc := H ((M : ℤ), (M : ℤ)) (by dsimp only; omega)
    dsimp only at hc
    omega
  · rintro rfl p hp
    omega

/-- A star lies wholly inside the index box if and only if `|h|`, `|k|` and `|h + k|`
are all at most `M`. -/
theorem hexStar_in_indexBox_iff (M : ℕ) (p : ℤ × ℤ) :
    (∀ q ∈ hexStar p, q ∈ indexBox M) ↔
      |p.1| ≤ (M : ℤ) ∧ |p.2| ≤ (M : ℤ) ∧ |p.1 + p.2| ≤ (M : ℤ) := by
  simp only [hexStar, Finset.mem_insert, Finset.mem_singleton, forall_eq_or_imp,
    forall_eq, indexBox, Set.mem_ofPred_eq, abs_le, rot]
  constructor <;> intro H <;> omega

end

end HexagonalCutoff
```

```lean
#print axioms HexagonalCutoff.card_hexStar
-- 'HexagonalCutoff.card_hexStar' depends on axioms: [propext, Classical.choice, Quot.sound]
#print axioms HexagonalCutoff.lengthCutoff_keeps_stars
-- 'HexagonalCutoff.lengthCutoff_keeps_stars' depends on axioms: [propext, Classical.choice, Quot.sound]
#print axioms HexagonalCutoff.indexBox_invariant_iff
-- 'HexagonalCutoff.indexBox_invariant_iff' depends on axioms: [propext, Classical.choice, Quot.sound]
#print axioms HexagonalCutoff.hexStar_in_indexBox_iff
-- 'HexagonalCutoff.hexStar_in_indexBox_iff' depends on axioms: [propext, Classical.choice, Quot.sound]
```

### From the algebra to the Lean proofs

`sixfold_re_im` reads off the real and imaginary parts of \(\zeta\) from the cosine and sine of \(\pi/3\). In `recipVec_rot`, the intermediate statement `hz` is \(\zeta^2=\zeta-1\), proved by comparing real and imaginary parts and using \((\sqrt3)^2=3\). The final `linear_combination` multiplies `hz` by \(-bk\), which is the substitution for \(k\zeta^2\) made above.

`norm_sq_recipVec` writes the squared norm as a sum of squares of real and imaginary parts. Its last line again replaces \((\sqrt3)^2\) by 3, this time with the factor \(b^2k^2/4\). The invariance of the integer form in `hexForm_rot` is a polynomial identity, which `ring` settles.

For `mem_hexStar_iff`, the auxiliary statement `hsix` says that six rotations give the identity. One direction lists the rotation counts 0 to 5. The other is an induction on the number of rotations: if the current pair is one of the six, its image is the next one in the list, and `hsix` closes the cycle after the last.

`card_hexStar` builds the set by inserting one pair at a time and shows that each new pair is absent from those already there. Every such claim concerns linear equations in the integers \(h\) and \(k\), and `omega` derives it from the assumption that they are not both zero. The argument above reduces all coincidences to three cases by invertibility; Lean compares the pairs directly.

In `lengthCutoff_keeps_stars`, the statement `hrot` combines `recipVec_rot` with \(|\zeta|=1\), so one rotation preserves the length. The proof then goes through the six members and applies `hrot` as often as needed. It works with \(|\zeta|=1\) and makes no use of the integer form.

The two box theorems first turn absolute values into pairs of linear inequalities. For `indexBox_invariant_iff`, the supposed invariance is applied to the corner \((M,M)\), and `omega` concludes from \(2M\le M\) that \(M=0\); the converse is the case of the single point. For `hexStar_in_indexBox_iff`, the condition on the star is expanded into bounds on its six pairs, and `omega` proves both directions of the equivalence with the bounds on \(h\), \(k\) and \(h+k\).
